# For a negative ZORA ground-state energy, the lowest IORA energy lies between unscaled and scaled ZORA

**Q:** Suppose my code builds the IORA metric with the wrong sign, 1 − X†X. For small X it still prints a plausible ground-state energy, slightly below ZORA. If I don't know how the energies must be ordered, I see nothing wrong. What order should I expect?

**A:** Let H be the ZORA (zeroth-order regular approximation) Hamiltonian and X the ZORA map from the large to the small component, X = c(2c² − V)⁻¹σ·p in atomic units for an electron in the potential V. Let E < 0 be the lowest eigenvalue of H, f a unit eigenvector for it, and y = ‖Xf‖². IORA, the infinite-order variant, solves

Hu = e(1 + X†X)u.

Its lowest energy e satisfies

E ≤ e ≤ E/(1 + y) < 0.

The right-hand bound is the scaled ZORA energy. For a one-electron problem in a finite basis, with the same H and X in all three schemes, a lowest IORA energy outside this interval by more than rounding signals an error.

**Q:** How are these objects represented?

**A:** As complex matrices in orthonormal bases; X may be rectangular. `sqNorm v` is ‖v‖², and `energy H v` is ⟨v|H|v⟩ without normalisation, so the ZORA expectation value is `energy H v` divided by `sqNorm v`; IORA divides by `energy (metric X) v` instead. `levels H S` collects the real e for which Hu = eSu has a nonzero solution.

```lean
import Mathlib

open Matrix
open scoped ComplexOrder

namespace IORABounds

noncomputable section

variable {m n : Type*} [Fintype m] [Fintype n] [DecidableEq n]

/-- The squared norm of a state vector. -/
def sqNorm {k : Type*} [Fintype k] (v : k → ℂ) : ℝ := ∑ i, ‖v i‖ ^ 2

/-- The real part of the expectation value `⟨v|H|v⟩`, without normalisation. -/
def energy (H : Matrix n n ℂ) (v : n → ℂ) : ℝ := (star v ⬝ᵥ (H *ᵥ v)).re

/-- The IORA metric `1 + X†X`, where `X` maps the large to the small component. -/
def metric (X : Matrix m n ℂ) : Matrix n n ℂ := 1 + Xᴴ * X

/-- The real energies `e` for which `H u = e S u` has a nonzero solution `u`. -/
def levels (H S : Matrix n n ℂ) : Set ℝ :=
  {e | ∃ u : n → ℂ, u ≠ 0 ∧ H *ᵥ u = (e : ℂ) • (S *ᵥ u)}
```

**Q:** And "lowest"?

**A:** `IsLeast (levels H 1) E` for ZORA and `IsLeast (levels H (metric X)) e` for IORA. Degeneracy is allowed: f may be any unit eigenvector at E.

**Q:** Where does the metric enter the energies?

**A:** Through the squared norm of both components together:

N(v) = ⟨v|1 + X†X|v⟩ = ‖v‖² + ‖Xv‖².

Projecting the IORA equation on its solution u gives ⟨u|H|u⟩ = e N(u). These are `energy_metric` and `energy_of_level`.

```lean
/-- A nonzero state has positive squared norm. -/
theorem sqNorm_pos {k : Type*} [Fintype k] {v : k → ℂ} (hv : v ≠ 0) : 0 < sqNorm v := by
  obtain ⟨i, hi⟩ := Function.ne_iff.mp hv
  exact Finset.sum_pos' (fun j _ => sq_nonneg _)
    ⟨i, Finset.mem_univ i, pow_pos (norm_pos_iff.mpr hi) 2⟩

/-- The unnormalised expectation value of the IORA metric is the squared norm of the large component
plus that of the small component. -/
theorem energy_metric (X : Matrix m n ℂ) (v : n → ℂ) :
    energy (metric X) v = sqNorm v + sqNorm (X *ᵥ v) := by
  have key : ∀ {k : Type _} [Fintype k] (w : k → ℂ), (star w ⬝ᵥ w).re = sqNorm w := by
    intro k _ w
    unfold sqNorm dotProduct
    rw [Complex.re_sum]
    refine Finset.sum_congr rfl fun i _ => ?_
    rw [Complex.sq_norm, Complex.normSq_apply]
    simp [Complex.mul_re]
  have key' : (star v ⬝ᵥ v).re = sqNorm v := by
    unfold sqNorm dotProduct
    rw [Complex.re_sum]
    refine Finset.sum_congr rfl fun i _ => ?_
    rw [Complex.sq_norm, Complex.normSq_apply]
    simp [Complex.mul_re]
  unfold energy metric
  rw [add_mulVec, one_mulVec, dotProduct_add, Complex.add_re, key', ← mulVec_mulVec,
    Matrix.dotProduct_mulVec, ← star_mulVec, key]

/-- A solution of the IORA equation with energy `e` has unnormalised `⟨u|H|u⟩` equal to `e` times
its squared metric norm. -/
theorem energy_of_level {H : Matrix n n ℂ} {X : Matrix m n ℂ} {e : ℝ} {u : n → ℂ}
    (h : H *ᵥ u = (e : ℂ) • (metric X *ᵥ u)) :
    energy H u = e * (sqNorm u + sqNorm (X *ᵥ u)) := by
  rw [← energy_metric]
  unfold energy
  rw [h, dotProduct_smul, smul_eq_mul, Complex.re_ofReal_mul]
```

**Q:** You will want a variational principle. Is it assumed?

**A:** No, it is derived. Suppose μN(v) ≤ ⟨v|H|v⟩ for all v, with equality at w. Then A = H − μ(1 + X†X) is positive semidefinite, so A = B†B for some B. From ⟨w|A|w⟩ = ‖Bw‖² = 0 follows Aw = 0, which is the IORA equation with energy μ.

```lean
/-- For Hermitian `H`, a state that attains a lower bound `μ` of the IORA Rayleigh quotient
solves the IORA equation with energy `μ`. -/
theorem pencil_eq_of_minimum {H : Matrix n n ℂ} (hH : H.IsHermitian) {X : Matrix m n ℂ}
    {μ : ℝ} (hmin : ∀ v, μ * (sqNorm v + sqNorm (X *ᵥ v)) ≤ energy H v) {w : n → ℂ}
    (hw : energy H w = μ * (sqNorm w + sqNorm (X *ᵥ w))) :
    H *ᵥ w = (μ : ℂ) • (metric X *ᵥ w) := by
  set A := H - (μ : ℂ) • metric X with hAdef
  have hA : A.IsHermitian := by
    change Aᴴ = A
    simp [hAdef, metric, hH.eq]
  have hen : ∀ v, energy A v = energy H v - μ * (sqNorm v + sqNorm (X *ᵥ v)) := by
    intro v
    rw [← energy_metric]
    simp only [hAdef, energy, sub_mulVec, smul_mulVec, dotProduct_sub, dotProduct_smul,
      smul_eq_mul, Complex.sub_re, Complex.re_ofReal_mul]
  have hc : ∀ v, star v ⬝ᵥ (A *ᵥ v) = (energy A v : ℂ) := fun v =>
    Complex.ext rfl ((hA.im_star_dotProduct_mulVec_self v).trans (Complex.ofReal_im _).symm)
  -- `H - μ(1 + X†X)` is positive semidefinite, so a zero expectation value means a null vector
  have hp : A.PosSemidef := PosSemidef.of_dotProduct_mulVec_nonneg hA fun v => by
    rw [hc v, hen v]
    exact Complex.zero_le_real.mpr (sub_nonneg.mpr (hmin v))
  have h0 := (hp.dotProduct_mulVec_zero_iff w).mp (by
    rw [hc, hen, hw, sub_self, Complex.ofReal_zero])
  rw [hAdef, sub_mulVec, smul_mulVec] at h0
  exact sub_eq_zero.mp h0
```

Such a w exists because the IORA Rayleigh quotient ⟨v|H|v⟩/N(v), continuous for v ≠ 0, has a minimum μ on a compact sphere. Lean's sphere uses the largest component as norm, which is harmless since the quotient does not change under scaling. Any other level ν is the quotient at its own eigenvector, so μ ≤ ν. `lowest_le` then states the principle for whatever e is the least level.

```lean
/-- For Hermitian `H` in a nonempty basis, a lowest IORA energy exists and bounds the IORA Rayleigh
quotient from below. -/
theorem exists_lowest [Nonempty n] {H : Matrix n n ℂ} (hH : H.IsHermitian)
    (X : Matrix m n ℂ) : ∃ μ, IsLeast (levels H (metric X)) μ ∧
      ∀ v, μ * (sqNorm v + sqNorm (X *ᵥ v)) ≤ energy H v := by
  let N : (n → ℂ) → ℝ := fun v => sqNorm v + sqNorm (X *ᵥ v)
  have hN : ∀ v, v ≠ 0 → 0 < N v := fun v hv =>
    add_pos_of_pos_of_nonneg (sqNorm_pos hv) (by unfold sqNorm; positivity)
  have cH : Continuous (energy H) := by
    unfold energy
    refine Complex.continuous_re.comp ?_
    simp only [dotProduct, mulVec, Pi.star_apply]
    fun_prop
  have cN : Continuous N := by
    simp only [N, sqNorm, mulVec, dotProduct]
    fun_prop
  have sH : ∀ (r : ℝ) v, energy H ((r : ℂ) • v) = r ^ 2 * energy H v := by
    intro r v
    simp only [energy, mulVec_smul, star_smul, smul_dotProduct, dotProduct_smul, smul_eq_mul,
      Complex.star_def, Complex.conj_ofReal, Complex.re_ofReal_mul]
    ring
  have sN : ∀ (r : ℝ) v, N ((r : ℂ) • v) = r ^ 2 * N v := by
    intro r v
    simp only [N, sqNorm, mulVec_smul, Pi.smul_apply, smul_eq_mul, norm_mul, mul_pow,
      Complex.norm_real, Real.norm_eq_abs, sq_abs, ← Finset.mul_sum]
    ring
  have ne0 : ∀ v ∈ Metric.sphere (0 : n → ℂ) 1, v ≠ 0 := by
    rintro v hv rfl
    simp at hv
  -- the Rayleigh quotient attains its minimum on the compact unit sphere
  obtain ⟨w, hw, hmin⟩ := (isCompact_sphere (0 : n → ℂ) 1).exists_isMinOn
    ⟨fun _ => 1, by rw [mem_sphere_zero_iff_norm, pi_norm_const, norm_one]⟩
    (cH.continuousOn.div cN.continuousOn fun v hv => (hN v (ne0 v hv)).ne')
  have hb : ∀ v, energy H w / N w * N v ≤ energy H v := by
    intro v
    by_cases hv : v = 0
    · subst hv
      simp [N, energy, sqNorm]
    · have hr : ‖v‖ ≠ 0 := norm_ne_zero_iff.mpr hv
      have h : energy H w / N w ≤
          energy H (((‖v‖⁻¹ : ℝ) : ℂ) • v) / N (((‖v‖⁻¹ : ℝ) : ℂ) • v) :=
        isMinOn_iff.mp hmin _ (by
          rw [mem_sphere_zero_iff_norm, norm_smul, Complex.norm_real, norm_inv, norm_norm,
            inv_mul_cancel₀ hr])
      rw [sH, sN, mul_div_mul_left _ _ (pow_ne_zero 2 (inv_ne_zero hr))] at h
      exact (le_div_iff₀ (hN v hv)).mp h
  refine ⟨energy H w / N w, ⟨⟨w, ne0 w hw, pencil_eq_of_minimum hH hb
    (div_mul_cancel₀ _ (hN w (ne0 w hw)).ne').symm⟩, ?_⟩, hb⟩
  rintro ν ⟨u, hu, h⟩
  have h1 := hb u
  rw [energy_of_level h] at h1
  exact le_of_mul_le_mul_right h1 (hN u hu)

/-- Variational principle: for Hermitian `H`, the lowest IORA energy bounds the IORA Rayleigh
quotient of every trial state from below. -/
theorem lowest_le {H : Matrix n n ℂ} (hH : H.IsHermitian) {X : Matrix m n ℂ} {e : ℝ}
    (he : IsLeast (levels H (metric X)) e) (v : n → ℂ) :
    e * (sqNorm v + sqNorm (X *ᵥ v)) ≤ energy H v := by
  obtain ⟨u, hu, _⟩ := he.1
  obtain ⟨i, _⟩ := Function.ne_iff.mp hu
  have : Nonempty n := ⟨i⟩
  obtain ⟨μ, hμ, hb⟩ := exists_lowest hH X
  rw [he.unique hμ]
  exact hb v
```

**Q:** Then scaled ZORA is just a trial energy?

**A:** Yes. Inserting f gives e(1 + y) ≤ ⟨f|H|f⟩ = E, and dividing by 1 + y gives the upper bound. The sign of E plays no role here.

```lean
/-- For Hermitian `H`, the lowest IORA energy is at most the scaled ZORA energy
`E / (1 + ‖Xf‖²)` of any unit eigenvector `f` of `H`, whatever the sign of its eigenvalue `E`. -/
theorem iora_le_scaled {H : Matrix n n ℂ} (hH : H.IsHermitian) {X : Matrix m n ℂ} {E e : ℝ}
    {f : n → ℂ} (hf : H *ᵥ f = (E : ℂ) • f) (hf1 : sqNorm f = 1)
    (he : IsLeast (levels H (metric X)) e) : e ≤ E / (1 + sqNorm (X *ᵥ f)) := by
  have hy : 0 ≤ sqNorm (X *ᵥ f) := by unfold sqNorm; positivity
  have hE : energy H f = E * sqNorm f := by
    simpa [sqNorm] using energy_of_level (X := (0 : Matrix n n ℂ)) (by simpa [metric] using hf)
  have h := lowest_le hH he f
  rw [hE, hf1, mul_one] at h
  exact (le_div_iff₀ (by linarith)).mpr h
```

**Q:** So where does E < 0 matter?

**A:** In the lower bound. The condition E < 0 says that the ground state is bound, with zero energy at the ionisation threshold. Take the IORA ground state u as a trial state for H:

E‖u‖² ≤ ⟨u|H|u⟩ = e‖u‖² + e‖Xu‖².

Since e < 0 by the upper bound, the last term is at most zero, hence E ≤ e. Lean assumes e < E instead and lets `nlinarith` find the contradiction. The ZORA inequality is `lowest_le` with X = 0.

```lean
/-- If the lowest eigenvalue `E` of the Hermitian ZORA Hamiltonian `H` is negative, with unit
eigenvector `f`, then the lowest IORA energy lies between the unscaled ZORA energy `E` and the
scaled ZORA energy `E / (1 + ‖Xf‖²)`, which is negative. -/
theorem iora_between_zora {H : Matrix n n ℂ} (hH : H.IsHermitian) {X : Matrix m n ℂ}
    {E e : ℝ} {f : n → ℂ} (hE : IsLeast (levels H 1) E) (hneg : E < 0)
    (hf : H *ᵥ f = (E : ℂ) • f) (hf1 : sqNorm f = 1)
    (he : IsLeast (levels H (metric X)) e) :
    E ≤ e ∧ e ≤ E / (1 + sqNorm (X *ᵥ f)) ∧ E / (1 + sqNorm (X *ᵥ f)) < 0 := by
  have hy : 0 ≤ sqNorm (X *ᵥ f) := by unfold sqNorm; positivity
  refine ⟨?_, iora_le_scaled hH hf hf1 he, div_neg_of_neg_of_pos hneg (by linarith)⟩
  -- compare both energies in the IORA ground state `u`
  obtain ⟨u, hu, h⟩ := he.1
  have h0 : metric (0 : Matrix n n ℂ) = 1 := by simp [metric]
  rw [← h0] at hE
  have hb : E * sqNorm u ≤ energy H u := by simpa [sqNorm] using lowest_le hH hE u
  rw [energy_of_level h] at hb
  have ha := sqNorm_pos hu
  have hx : 0 ≤ sqNorm (X *ᵥ u) := by unfold sqNorm; positivity
  by_contra hlt
  push Not at hlt
  nlinarith [mul_pos ha (sub_pos.mpr hlt), mul_nonneg hx (by linarith : 0 ≤ -e)]
```

**Q:** And for positive E?

**A:** The lower bound can fail. Take 1×1 matrices H = 1 and X = 1: then E = 1 but e = 1/2.

**Q:** Can the bounds be attained?

**A:** With a single large-component basis function, e = E/(1 + y) exactly. For the lower bound, e = E turns the inequality above into E‖Xu‖² ≥ 0, so Xu = 0 and Hu = Eu. Conversely, a ZORA ground state annihilated by X solves the IORA equation at E, so e ≤ E, and the same comparison excludes e < E. This can happen for general matrices, but not for an atom or molecule with the operator X given at the start: σ·p u = 0 has no normalisable solution except u = 0.

```lean
/-- For Hermitian `H` with negative lowest eigenvalue `E`, the lowest IORA energy equals `E`
exactly when some eigenvector of `H` at `E` has vanishing small component. -/
theorem iora_eq_zora_iff {H : Matrix n n ℂ} (hH : H.IsHermitian) {X : Matrix m n ℂ}
    {E e : ℝ} (hE : IsLeast (levels H 1) E) (hneg : E < 0)
    (he : IsLeast (levels H (metric X)) e) :
    e = E ↔ ∃ u : n → ℂ, u ≠ 0 ∧ H *ᵥ u = (E : ℂ) • u ∧ X *ᵥ u = 0 := by
  obtain ⟨u, hu, h⟩ := he.1
  have h0 : metric (0 : Matrix n n ℂ) = 1 := by simp [metric]
  rw [← h0] at hE
  have hb : E * sqNorm u ≤ energy H u := by simpa [sqNorm] using lowest_le hH hE u
  rw [energy_of_level h] at hb
  have ha := sqNorm_pos hu
  constructor
  · rintro rfl
    have hX : X *ᵥ u = 0 := by
      by_contra hne
      nlinarith [mul_pos (sqNorm_pos hne) (neg_pos.mpr hneg)]
    refine ⟨u, hu, ?_, hX⟩
    rw [h, metric, add_mulVec, one_mulVec, ← mulVec_mulVec, hX, mulVec_zero, add_zero]
  · rintro ⟨v, hv, h1, h2⟩
    have hle : e ≤ E := he.2 ⟨v, hv, by
      rw [h1, metric, add_mulVec, one_mulVec, ← mulVec_mulVec, h2, mulVec_zero, add_zero]⟩
    have hx : 0 ≤ sqNorm (X *ᵥ u) := by unfold sqNorm; positivity
    by_contra hne
    have hlt : e < E := lt_of_le_of_ne hle hne
    nlinarith [mul_pos ha (sub_pos.mpr hlt), mul_nonneg hx (by linarith : 0 ≤ -e)]
```

If the upper bound is attained and E ≠ 0, f is itself a minimiser, so Ef = e(1 + X†X)f with E = e(1 + y). Cancelling e leaves X†Xf = yf. When f violates this, the bound is strict.

**Q:** What should I not read into it?

**A:** Anything about excited IORA levels, the continuum, or self-consistent calculations in which H and X differ between the schemes.

```lean
/-- For Hermitian `H` and a unit eigenvector `f` with eigenvalue `E ≠ 0`, the lowest IORA energy
is strictly below the scaled ZORA energy unless `X†X f = ‖Xf‖² f`. -/
theorem iora_lt_scaled {H : Matrix n n ℂ} (hH : H.IsHermitian) {X : Matrix m n ℂ} {E e : ℝ}
    {f : n → ℂ} (hE : E ≠ 0) (hf : H *ᵥ f = (E : ℂ) • f) (hf1 : sqNorm f = 1)
    (he : IsLeast (levels H (metric X)) e)
    (hne : (Xᴴ * X) *ᵥ f ≠ (sqNorm (X *ᵥ f) : ℂ) • f) :
    e < E / (1 + sqNorm (X *ᵥ f)) := by
  refine lt_of_le_of_ne (iora_le_scaled hH hf hf1 he) fun heq => hne ?_
  have hy : 0 ≤ sqNorm (X *ᵥ f) := by unfold sqNorm; positivity
  have hEe : E = e * (1 + sqNorm (X *ᵥ f)) := by
    rw [heq, div_mul_cancel₀ _ (by linarith : 1 + sqNorm (X *ᵥ f) ≠ 0)]
  have he0 : (e : ℂ) ≠ 0 := by
    intro h
    apply hE
    rw [hEe, Complex.ofReal_eq_zero.mp h, zero_mul]
  have hen : energy H f = E * sqNorm f := by
    simpa [sqNorm] using energy_of_level (X := (0 : Matrix n n ℂ)) (by simpa [metric] using hf)
  -- equality makes `f` a minimiser, hence a solution of the IORA equation
  have k := pencil_eq_of_minimum hH (lowest_le hH he) (w := f) (by
    rw [hen, hf1, mul_one]; exact hEe)
  have hEc : (E : ℂ) = e * (1 + sqNorm (X *ᵥ f)) := by exact_mod_cast hEe
  rw [hf, hEc, metric, add_mulVec, one_mulVec] at k
  apply smul_right_injective (n → ℂ) he0
  change (e : ℂ) • ((Xᴴ * X) *ᵥ f) = (e : ℂ) • ((sqNorm (X *ᵥ f) : ℂ) • f)
  linear_combination (norm := module) (-1 : ℂ) • k

end

end IORABounds
```
```lean
#print axioms IORABounds.iora_between_zora
-- 'IORABounds.iora_between_zora' depends on axioms: [propext, Classical.choice, Quot.sound]
#print axioms IORABounds.iora_eq_zora_iff
-- 'IORABounds.iora_eq_zora_iff' depends on axioms: [propext, Classical.choice, Quot.sound]
#print axioms IORABounds.iora_lt_scaled
-- 'IORABounds.iora_lt_scaled' depends on axioms: [propext, Classical.choice, Quot.sound]
```
